# The transition-state step maximises the Maxwell-averaged flux through a barrier

## Dynamics as a function of the launch velocity

Everything that happens to a trajectory after it leaves the barrier is represented here by one function, h(v). It is the probability that a trajectory launched at the barrier with velocity v is later found on the product side. No potential, friction or equation of motion appears. The function h may be any measurable function of the real line with values between 0 and 1.

This choice covers several physical situations at once. If v alone determines the outcome, h takes only the values 0 and 1. If the outcome also depends on a bath, on other coordinates or on random forces, h(v) is the average over them at fixed v. Recrossing is included: a trajectory that starts towards products but ends on the reactant side lowers h at its positive launch velocity, and one that starts towards reactants but ends on the product side raises h at its negative launch velocity.

The velocity v is the component along the reaction coordinate, positive towards products. It has a constant mass m > 0 and is distributed according to the Maxwell density at thermal energy kT > 0:

g(v) = √(m/(2π kT)) exp(−m v²/(2kT)).

The reactive flux is the average of the velocity weighted by the outcome:

J(h) = ∫ v h(v) g(v) dv,

with the integral over all real v. Transition-state theory assumes that the initial direction decides the outcome. Its choice of h is the step

s(v) = 1 for v > 0, and s(v) = 0 for v ≤ 0.

## The bound and its equality case

For every admissible h,

|J(h)| ≤ √(kT/(2πm)).

The step attains the upper value, J(s) = √(kT/(2πm)), and the reversed step attains the lower one, J(1 − s) = −√(kT/(2πm)). Moreover, J(h) equals the upper value exactly when h(v) = s(v) for almost every v.

In a simulation that samples trajectories from a dividing surface, the ratio J(h)/J(s), with the side recorded at a fixed time after launch, is the time-dependent transmission coefficient, and its plateau value, where one exists, is the factor that corrects the transition-state rate. For a single classical velocity with an exact Maxwell average, the bound confines the ratio to the interval from −1 to 1. The bound holds for every admissible h and does not say which of these values a particular dynamics can reach.

This is a statement about the velocity average at one fixed barrier position. The comparison of different dividing surfaces, which variational transition-state theory is concerned with, does not enter, and neither does the equilibrium probability density of the reaction coordinate at the barrier, relative to the reactant population, which is needed to turn J(h) into a rate constant.

## The one-way flux

Differentiating the Gaussian gives g′(v) = −(m v/kT) g(v), and therefore

d/dv [−(kT/m) g(v)] = v g(v).

The step removes all velocities v ≤ 0 from the integral. Since g(v) → 0 as v → ∞,

J(s) = ∫₀^∞ v g(v) dv = 0 + (kT/m) g(0) = (kT/m) √(m/(2π kT)).

Moving the positive factor kT/m under the root gives

J(s) = √((kT/m)² · m/(2π kT)) = √(kT/(2πm)).

## The upper bound, velocity by velocity

Compare v h(v) with v s(v) at a fixed velocity.

- If v > 0, then h(v) ≤ 1 gives v h(v) ≤ v = v s(v).
- If v ≤ 0, then h(v) ≥ 0 gives v h(v) ≤ 0 = v s(v).

Multiplying by g(v) > 0 preserves the inequality. Both integrands are bounded in magnitude by |v| g(v), which is integrable, so integration yields J(h) ≤ J(s).

## The lower bound by exchanging the two sides

The function 1 − h is the probability of ending on the reactant side, and it also takes values between 0 and 1. By linearity,

J(1 − h) = ∫ v g(v) dv − J(h).

The remaining integral vanishes because v g(v) is odd: at equilibrium there is no net flux when every trajectory is counted. Hence J(1 − h) = −J(h). Applying the upper bound to 1 − h gives −J(h) ≤ J(s), which is the lower bound for J(h). Setting h = s in the same identity gives the flux of the reversed step.

## When the upper bound is attained

Suppose J(h) = J(s). The difference

v s(v) g(v) − v h(v) g(v)

is nonnegative at every v and has integral zero, so it vanishes for almost every v. Away from v = 0 the factor v g(v) is nonzero, which forces h(v) = s(v). The single point v = 0 has measure zero. Conversely, if h and s agree almost everywhere, so do the two integrands, and the fluxes are equal.

Any recrossing that changes h on a set of velocities of positive measure therefore lowers the flux strictly below the transition-state value. A trajectory that turns back and then returns to the side it first headed for leaves h unchanged at its own launch velocity. Its intermediate crossing, however, is itself a launch at the barrier that ends on the side opposite to its direction, and in an equilibrium ensemble of launches it is counted in h at the velocity of that crossing.

## Reading the Lean statements

The definitions follow the formulas above. `maxwell m kT v` is g(v), `flux m kT h` is J(h), and `tstStep` is s. The symbol `kT` is one real number, the thermal energy, and not a product of two variables. The hypotheses `hm : 0 < m` and `hT : 0 < kT` require positive mass and temperature.

An admissible h is described by two conditions. `Measurable h` allows the average to be formed, and `∀ v, h v ∈ Set.Icc (0 : ℝ) 1` says that each value is a probability. Continuity, monotonicity and time-reversal symmetry are not required. The reversed step, in which every trajectory with nonzero launch velocity ends on the side opposite to its initial direction, satisfies both conditions and is therefore admissible.

The theorem `abs_flux_le` has three parts: the bound for all admissible h, the value for the step, and the value for the reversed step `fun v => 1 - tstStep v`. The theorem `flux_eq_iff` gives the equality case for the upper bound. Its notation `∀ᵐ v : ℝ` means "for all v outside a set of Lebesgue measure zero".

The theorems take h as given. They do not derive it from a Hamiltonian or a Langevin equation, and they do not treat quantum effects such as tunnelling. The use of a single density g, with the same m at every point of the dividing surface, is likewise part of the model.

## The complete file

```lean
import Mathlib

open MeasureTheory Filter

namespace TransitionStateFluxBound

noncomputable section

/-- The Maxwell density of one velocity component for mass `m` at thermal energy `kT`. -/
def maxwell (m kT v : ℝ) : ℝ :=
  Real.sqrt (m / (2 * Real.pi * kT)) * Real.exp (-(m / (2 * kT)) * v ^ 2)

/-- The reactive flux through the barrier when a trajectory launched with velocity `v`
ends on the product side with probability `h v`. -/
def flux (m kT : ℝ) (h : ℝ → ℝ) : ℝ := ∫ v : ℝ, v * h v * maxwell m kT v

/-- The transition-state assumption: a trajectory ends as product exactly when it starts
with positive velocity. -/
def tstStep (v : ℝ) : ℝ := if 0 < v then 1 else 0

variable {m kT : ℝ} {h : ℝ → ℝ}

/-- The Maxwell density is strictly positive at every velocity. -/
theorem maxwell_pos (hm : 0 < m) (hT : 0 < kT) (v : ℝ) : 0 < maxwell m kT v := by
  have hp := Real.pi_pos
  exact mul_pos (Real.sqrt_pos.mpr (by positivity)) (Real.exp_pos _)

/-- The Maxwell density integrates to one. -/
theorem integral_maxwell (hm : 0 < m) (hT : 0 < kT) : ∫ v : ℝ, maxwell m kT v = 1 := by
  have hp := Real.pi_pos
  unfold maxwell
  rw [integral_const_mul, integral_gaussian, ← Real.sqrt_mul (by positivity)]
  have h1 : m / (2 * Real.pi * kT) * (Real.pi / (m / (2 * kT))) = 1 := by field_simp
  rw [h1, Real.sqrt_one]

/-- The flux integrand is integrable for every measurable product-side probability. -/
theorem integrable_flux (hm : 0 < m) (hT : 0 < kT) (hh : Measurable h)
    (h01 : ∀ v, h v ∈ Set.Icc (0 : ℝ) 1) :
    Integrable (fun v : ℝ => v * h v * maxwell m kT v) := by
  have hb : 0 < m / (2 * kT) := by positivity
  have base : Integrable (fun v : ℝ => v * maxwell m kT v) := by
    have e : (fun v : ℝ => v * maxwell m kT v) = fun v : ℝ =>
        Real.sqrt (m / (2 * Real.pi * kT)) * (v * Real.exp (-(m / (2 * kT)) * v ^ 2)) := by
      funext v
      unfold maxwell
      ring
    rw [e]
    exact (integrable_mul_exp_neg_mul_sq hb).const_mul _
  have hmeas : Measurable (fun v : ℝ => v * h v * maxwell m kT v) := by
    unfold maxwell
    fun_prop
  -- the probability `h` can only reduce the magnitude of `v g(v)`
  refine base.mono hmeas.aestronglyMeasurable (Eventually.of_forall fun v => ?_)
  simp only [norm_mul, Real.norm_eq_abs, abs_of_nonneg (h01 v).1]
  exact mul_le_mul_of_nonneg_right
    (mul_le_of_le_one_right (abs_nonneg v) (h01 v).2) (abs_nonneg _)

theorem tstStep_measurable : Measurable tstStep :=
  Measurable.ite measurableSet_Ioi measurable_const measurable_const

theorem tstStep_mem (v : ℝ) : tstStep v ∈ Set.Icc (0 : ℝ) 1 := by
  unfold tstStep
  split_ifs <;> simp

/-- The density times `-kT/m` is an antiderivative of the flux density `v g(v)`. -/
theorem hasDerivAt_maxwell (hm : 0 < m) (hT : 0 < kT) (v : ℝ) :
    HasDerivAt (fun x => -(kT / m) * maxwell m kT x) (v * maxwell m kT v) v := by
  have h1 : HasDerivAt (fun x : ℝ => -(m / (2 * kT)) * x ^ 2)
      (-(m / (2 * kT)) * (2 * v)) v :=
    ((hasDerivAt_pow 2 v).const_mul _).congr_deriv (by simp)
  have hc : kT / m * (m / (2 * kT)) * 2 = 1 := by field_simp
  refine ((h1.exp.const_mul (Real.sqrt (m / (2 * Real.pi * kT)))).const_mul
    (-(kT / m))).congr_deriv ?_
  unfold maxwell
  linear_combination (v * (Real.sqrt (m / (2 * Real.pi * kT)) *
    Real.exp (-(m / (2 * kT)) * v ^ 2))) * hc

/-- The transition-state step gives the flux `sqrt (kT / (2 π m))`. -/
theorem flux_tstStep (hm : 0 < m) (hT : 0 < kT) :
    flux m kT tstStep = Real.sqrt (kT / (2 * Real.pi * m)) := by
  have hp := Real.pi_pos
  have hb : 0 < m / (2 * kT) := by positivity
  -- only positive velocities contribute
  have e : flux m kT tstStep = ∫ v in Set.Ioi (0 : ℝ), v * maxwell m kT v := by
    unfold flux
    rw [← integral_indicator measurableSet_Ioi]
    congr 1
    funext v
    by_cases hv : 0 < v <;> simp [tstStep, hv, Set.indicator]
  have hint : Integrable (fun v : ℝ => v * maxwell m kT v) := by
    simpa using integrable_flux (h := fun _ => 1) hm hT measurable_const (fun _ => by simp)
  have t0 : Tendsto (fun v : ℝ => -(m / (2 * kT)) * v ^ 2) atTop atBot :=
    (tendsto_pow_atTop two_ne_zero).const_mul_atTop_of_neg (neg_lt_zero.mpr hb)
  have t : Tendsto (fun v => -(kT / m) * maxwell m kT v) atTop
      (nhds (-(kT / m) * (Real.sqrt (m / (2 * Real.pi * kT)) * 0))) :=
    ((Real.tendsto_exp_atBot.comp t0).const_mul _).const_mul _
  have key := integral_Ioi_of_hasDerivAt_of_tendsto' (a := (0 : ℝ))
    (fun v _ => hasDerivAt_maxwell hm hT v) hint.integrableOn t
  have h0 : maxwell m kT 0 = Real.sqrt (m / (2 * Real.pi * kT)) := by simp [maxwell]
  rw [e, key, h0]
  calc -(kT / m) * (Real.sqrt (m / (2 * Real.pi * kT)) * 0)
        - -(kT / m) * Real.sqrt (m / (2 * Real.pi * kT))
      = Real.sqrt ((kT / m) ^ 2) * Real.sqrt (m / (2 * Real.pi * kT)) := by
        rw [Real.sqrt_sq (by positivity)]
        ring
    _ = Real.sqrt ((kT / m) ^ 2 * (m / (2 * Real.pi * kT))) :=
        (Real.sqrt_mul (by positivity) _).symm
    _ = Real.sqrt (kT / (2 * Real.pi * m)) := by
        congr 1
        field_simp

/-- Exchanging the product-side probability `h` for `1 - h` reverses the flux. -/
theorem flux_compl (hm : 0 < m) (hT : 0 < kT) (hh : Measurable h)
    (h01 : ∀ v, h v ∈ Set.Icc (0 : ℝ) 1) :
    flux m kT (fun v => 1 - h v) = -flux m kT h := by
  -- the total equilibrium flux vanishes because its integrand is odd
  have h1 : ∫ v : ℝ, (-v) * 1 * maxwell m kT (-v) = ∫ v : ℝ, v * 1 * maxwell m kT v :=
    integral_neg_eq_self (fun v : ℝ => v * 1 * maxwell m kT v) volume
  have h2 : ∫ v : ℝ, (-v) * 1 * maxwell m kT (-v) = -∫ v : ℝ, v * 1 * maxwell m kT v := by
    rw [← integral_neg]
    congr 1
    funext v
    simp [maxwell]
  have i1 := integrable_flux (h := fun _ => 1) hm hT measurable_const (fun _ => by simp)
  have h3 : flux m kT (fun v => 1 - h v)
      = (∫ v : ℝ, v * 1 * maxwell m kT v) - flux m kT h := by
    unfold flux
    rw [← integral_sub i1 (integrable_flux hm hT hh h01)]
    congr 1
    funext v
    ring
  linarith

/-- At each velocity the transition-state step gives the largest flux density. -/
theorem integrand_le (hm : 0 < m) (hT : 0 < kT) (h01 : ∀ v, h v ∈ Set.Icc (0 : ℝ) 1)
    (v : ℝ) : v * h v * maxwell m kT v ≤ v * tstStep v * maxwell m kT v := by
  refine mul_le_mul_of_nonneg_right ?_ (maxwell_pos hm hT v).le
  obtain ⟨h0, h1⟩ := h01 v
  unfold tstStep
  split_ifs with hv
  · nlinarith
  · nlinarith [not_lt.mp hv]

/-- The magnitude of the reactive flux is at most `sqrt (kT / (2 π m))`; the
transition-state step attains this value and the reversed step attains its negative. -/
theorem abs_flux_le (hm : 0 < m) (hT : 0 < kT) :
    (∀ h : ℝ → ℝ, Measurable h → (∀ v, h v ∈ Set.Icc (0 : ℝ) 1) →
      |flux m kT h| ≤ Real.sqrt (kT / (2 * Real.pi * m))) ∧
    flux m kT tstStep = Real.sqrt (kT / (2 * Real.pi * m)) ∧
    flux m kT (fun v => 1 - tstStep v) = -Real.sqrt (kT / (2 * Real.pi * m)) := by
  have upper : ∀ h : ℝ → ℝ, Measurable h → (∀ v, h v ∈ Set.Icc (0 : ℝ) 1) →
      flux m kT h ≤ Real.sqrt (kT / (2 * Real.pi * m)) := by
    intro h hh h01
    rw [← flux_tstStep hm hT]
    exact integral_mono (integrable_flux hm hT hh h01)
      (integrable_flux hm hT tstStep_measurable tstStep_mem) (integrand_le hm hT h01)
  refine ⟨fun h hh h01 => ?_, flux_tstStep hm hT, ?_⟩
  · -- the lower bound is the upper bound for the complementary probability
    have hc := upper (fun v => 1 - h v) (measurable_const.sub hh)
      (fun v => ⟨by linarith [(h01 v).2], by linarith [(h01 v).1]⟩)
    rw [flux_compl hm hT hh h01] at hc
    exact abs_le.mpr ⟨by linarith, upper h hh h01⟩
  · rw [flux_compl hm hT tstStep_measurable tstStep_mem, flux_tstStep hm hT]

/-- The flux equals `sqrt (kT / (2 π m))` exactly when the product-side probability agrees
with the transition-state step at almost every velocity. -/
theorem flux_eq_iff (hm : 0 < m) (hT : 0 < kT) (hh : Measurable h)
    (h01 : ∀ v, h v ∈ Set.Icc (0 : ℝ) 1) :
    flux m kT h = Real.sqrt (kT / (2 * Real.pi * m)) ↔ ∀ᵐ v : ℝ, h v = tstStep v := by
  rw [← flux_tstStep hm hT]
  have ih := integrable_flux hm hT hh h01
  have is := integrable_flux hm hT tstStep_measurable tstStep_mem
  constructor
  · intro he
    have hz : ∫ v : ℝ, (v * tstStep v * maxwell m kT v - v * h v * maxwell m kT v) = 0 := by
      rw [integral_sub is ih]
      exact sub_eq_zero.mpr he.symm
    have hn : ∀ v : ℝ, 0 ≤ v * tstStep v * maxwell m kT v - v * h v * maxwell m kT v :=
      fun v => sub_nonneg.mpr (integrand_le hm hT h01 v)
    -- a nonnegative deficit with zero integral vanishes almost everywhere
    have hae := (integral_eq_zero_iff_of_nonneg hn (is.sub ih)).mp hz
    filter_upwards [hae, compl_mem_ae_iff.mpr (measure_singleton (0 : ℝ))] with v hv hv0
    have hv1 : v ≠ 0 := hv0
    have hv2 : v * tstStep v * maxwell m kT v - v * h v * maxwell m kT v = 0 := hv
    have hprod : (v * maxwell m kT v) * (h v - tstStep v) = 0 := by
      linear_combination -hv2
    rcases mul_eq_zero.mp hprod with h1 | h1
    · exact absurd h1 (mul_ne_zero hv1 (maxwell_pos hm hT v).ne')
    · linarith
  · intro hae
    refine integral_congr_ae ?_
    filter_upwards [hae] with v hv
    rw [hv]

end

end TransitionStateFluxBound
```

```lean
#print axioms TransitionStateFluxBound.integral_maxwell
-- 'TransitionStateFluxBound.integral_maxwell' depends on axioms: [propext, Classical.choice, Quot.sound]
#print axioms TransitionStateFluxBound.flux_tstStep
-- 'TransitionStateFluxBound.flux_tstStep' depends on axioms: [propext, Classical.choice, Quot.sound]
#print axioms TransitionStateFluxBound.abs_flux_le
-- 'TransitionStateFluxBound.abs_flux_le' depends on axioms: [propext, Classical.choice, Quot.sound]
#print axioms TransitionStateFluxBound.flux_eq_iff
-- 'TransitionStateFluxBound.flux_eq_iff' depends on axioms: [propext, Classical.choice, Quot.sound]
```

## How the proof follows the calculation

**Density and integrability.** `maxwell_pos` gives the strict positivity of g, which is used both in the pointwise comparison and in the equality case. `integral_maxwell` evaluates the Gaussian integral and confirms that g is normalised; the flux theorems do not call on it, but it justifies reading J(h) as an average. `integrable_flux` first shows that v g(v) is integrable, using Mathlib's result for v exp(−b v²) with b = m/(2kT) > 0. It then uses `base.mono` to pass to v h(v) g(v), whose magnitude is no larger. Since Lean assigns the value zero to the integral of a non-integrable function, this lemma is what ensures that `flux` has its intended meaning.

**The value for the step.** `hasDerivAt_maxwell` is the derivative formula for −(kT/m) g. In `flux_tstStep`, the equation `e` rewrites the flux of the step as an integral over v > 0. The limit `t` records that the antiderivative tends to zero at infinity, written as a product with the factor 0. The fundamental theorem of calculus on a half-line, `integral_Ioi_of_hasDerivAt_of_tendsto'`, combines these facts, and the closing `calc` block moves kT/m under the square root as above.

**Reversal of the flux.** `flux_compl` proves J(1 − h) = −J(h). Its first two facts, `h1` and `h2`, evaluate the integral of v g(v) after the substitution v → −v in two ways. One says that the integral is unchanged by the substitution, the other that it changes sign, so it must be zero. The fact `h3` is the linearity step, and `linarith` combines the three.

**The two-sided bound.** `integrand_le` is the comparison at fixed velocity. After `split_ifs` separates v > 0 from v ≤ 0, `nlinarith` proves the required inequality in each case. In `abs_flux_le`, the intermediate claim `upper` integrates this comparison with `integral_mono`. Applying `upper` to 1 − h and rewriting with `flux_compl` produces the lower bound, and `abs_le` joins the two into a statement about the absolute value.

**The equality case.** In `flux_eq_iff`, the fact `hz` says that the difference of the integrands has zero integral, and `hn` says that this difference is nonnegative. The lemma `integral_eq_zero_iff_of_nonneg` then makes it zero almost everywhere. The tactic `filter_upwards` combines this with the exclusion of v = 0. At each remaining velocity the product of v g(v) and h(v) − s(v) is zero, and since the first factor is nonzero, the second must vanish. The converse direction is `integral_congr_ae`, which says that integrands equal almost everywhere have equal integrals.
